# The translational sum rule for atomic polar tensors, and the Born charges of a dimer

When one nucleus of a molecule moves, the electrons rearrange, and the dipole moment changes by an amount that need not point along the displacement. The response is a $3\times3$ matrix for each nucleus, the atomic polar tensor. When all nuclei of an isolated molecule move together, the molecule is only carried along, and its dipole, taken about an origin fixed in space, changes by the total charge times the shift. The question is what this second fact imposes on the matrices, and under which assumptions. Polar tensors enter harmonic infrared intensities, and for a finite, isolated molecule in no external field the sum rule is a check on computed values.

## Objects

A configuration $R$ assigns a position $R_A\in\mathbb R^3$ to each nucleus $A$ of a finite set $\iota$. Cartesian indices $i,j$ run over $0,1,2$. The configuration $R+a$ has every nucleus shifted by the vector $a$.

```lean
import Mathlib

open Matrix

namespace AtomicPolarTensor

noncomputable section

/-- Cartesian vectors in three-dimensional space. -/
abbrev Vec := Fin 3 → ℝ

/-- Nuclear configurations: one position for each nucleus. -/
abbrev Config (ι : Type) := ι → Vec

variable {ι : Type} [Fintype ι] [DecidableEq ι]

/-- Rigid translation of all nuclei by the vector `a`. -/
def translate (R : Config ι) (a : Vec) : Config ι := fun A => R A + a
```

The dipole $\mu$ is an arbitrary map from configurations to $\mathbb R^3$; no electronic model is built in. The polar tensor and the GAPT (generalised atomic polar tensor) charge of nucleus $A$ are
$$(P_A)_{ij}=\frac{\partial\mu_i}{\partial R_{A,j}},\qquad q^{\rm GAPT}_A=\tfrac13\operatorname{tr}P_A .$$
The row index belongs to the dipole and the column index to the displacement. In Lean `fderiv ℝ μ R` is the total derivative $D\mu(R)$, and `Pi.single A (Pi.single j 1)` moves nucleus $A$ by a unit step in direction $j$ and leaves the others at rest.

```lean
/-- Atomic polar tensor of nucleus `A`: component `i` of `fderiv ℝ μ R` applied to the unit
step of nucleus `A` in direction `j`; this is `∂μ_i / ∂R_{A,j}` when `μ` is differentiable
at `R`. -/
def polarTensor (μ : Config ι → Vec) (R : Config ι) (A : ι) : Matrix (Fin 3) (Fin 3) ℝ :=
  Matrix.of fun i j => fderiv ℝ μ R (Pi.single A (Pi.single j 1)) i

/-- GAPT charge of nucleus `A`: one third of the trace of its polar tensor. -/
def gaptCharge (μ : Config ι → Vec) (R : Config ι) (A : ι) : ℝ :=
  (polarTensor μ R A).trace / 3
```

## The sum rule by hand

Let $Q$ be a real number, physically the total charge. Assume (D) that $\mu$ is differentiable at $R$, and (T) that $\mu(R+a)=\mu(R)+Qa$ for every $a$. Write $\delta_A v$ for the displacement of nucleus $A$ alone by $v$, and $\bar a=\sum_A\delta_A a$ for the uniform displacement.

1. Linearity of $D\mu(R)$ gives $D\mu(R)[\delta_A v]=\sum_j v_j\,\partial\mu/\partial R_{A,j}=P_Av$.
2. Summing over nuclei, $\big(\sum_AP_A\big)a=D\mu(R)[\bar a]$.
3. The chain rule gives $D\mu(R)[\bar a]=\frac{d}{ds}\mu(R+sa)\big|_{s=0}$.
4. By (T), $\mu(R+sa)=\mu(R)+sQa$, with derivative $Qa$.

Since $a$ is arbitrary, $\sum_AP_A=Q\mathbb 1$, where $\mathbb 1$ is the $3\times3$ identity. Taking a third of the trace gives $\sum_Aq^{\rm GAPT}_A=Q$. For one nucleus this reads $P=Q\mathbb 1$; for none, (T) forces $Q=0$.

## Differentiability at one configuration

Physically, (D) says that the dipole responds linearly to small displacements, so that the responses to separate nuclear motions add. It is asked at $R$ only. By hand it underlies steps 1 to 3. In Lean it enters once, as `h` in the chain-rule lemma: `h1` differentiates the path $s\mapsto R+sa$ nucleus by nucleus, and `comp_hasDerivAt` composes it with $D\mu$.

```lean
omit [DecidableEq ι] in
/-- Along the rigid shift `s ↦ R + s a` the dipole changes at the rate given by its
derivative applied to the uniform displacement `a`. -/
theorem hasDerivAt_translate (μ : Config ι → Vec) (R : Config ι) (a : Vec) (t : ℝ)
    (h : DifferentiableAt ℝ μ (translate R (t • a))) :
    HasDerivAt (fun s : ℝ => μ (translate R (s • a)))
      (fderiv ℝ μ (translate R (t • a)) (fun _ => a)) t := by
  have h1 : HasDerivAt (fun s : ℝ => translate R (s • a)) (fun _ => a) t := by
    rw [hasDerivAt_pi]
    intro A
    exact (((hasDerivAt_id' t).smul_const a).const_add (R A)).congr_deriv (one_smul _ _)
  have h2 := h.hasFDerivAt.comp_hasDerivAt t h1
  exact h2
```

Steps 1 and 2 carry no hypothesis in Lean, and the reason is the device on which the proof turns. The object `fderiv ℝ μ R` is by its type a continuous linear map on displacements, so `map_sum` and `map_smul` move sums and scalars through it for any $\mu$. Each lemma decomposes a displacement, $\delta_Av$ into unit steps and $\bar a$ into single-nucleus shifts by `Finset.univ_sum_single`, and then applies linearity. That this linear map describes the actual change of $\mu$ is supplied by (D) alone; where $\mu$ is not differentiable, `fderiv` is zero, and the sum rule for `polarTensor` would fail whenever $Q\ne0$.

```lean
omit [Fintype ι] in
/-- The polar tensor of `A` applied to `v` is `fderiv ℝ μ R` applied to the
displacement of nucleus `A` alone by `v`. -/
theorem polarTensor_mulVec (μ : Config ι → Vec) (R : Config ι) (A : ι) (v : Vec) :
    polarTensor μ R A *ᵥ v = fderiv ℝ μ R (Pi.single A v) := by
  have h : (Pi.single A v : Config ι)
      = ∑ j, v j • (Pi.single A (Pi.single j 1) : Config ι) := by
    ext B k
    by_cases hB : B = A
    · subst hB
      simp [Finset.sum_apply, Pi.single_apply]
    · simp [Finset.sum_apply, Pi.single_eq_of_ne hB]
  rw [h, map_sum]
  simp only [map_smul]
  ext i
  simp [polarTensor, Matrix.mulVec, dotProduct, Finset.sum_apply, mul_comm]

/-- The sum of all polar tensors applied to `a` is `fderiv ℝ μ R` applied to the
uniform displacement of all nuclei by `a`. -/
theorem sum_polarTensor_mulVec (μ : Config ι → Vec) (R : Config ι) (a : Vec) :
    (∑ A, polarTensor μ R A) *ᵥ a = fderiv ℝ μ R (fun _ => a) := by
  have h : (∑ A, polarTensor μ R A) *ᵥ a = ∑ A, polarTensor μ R A *ᵥ a :=
    Matrix.sum_mulVec _ _ _
  rw [h]
  simp only [polarTensor_mulVec]
  rw [← map_sum]
  congr 1
  exact Finset.univ_sum_single (fun _ : ι => a)
```

Existence of the partial derivatives does not replace (D). Take nuclei $0,1,2$ with $x_A=R_{A,0}$, put $u=x_1-x_0$, $v=x_2-x_0$, let $e_0$ be the unit vector in direction $0$, and set
$$\mu=QR_0+g(u,v)\,e_0,\qquad g=\frac{u^2v}{u^2+v^2},\quad g(0,0)=0 .$$
A rigid shift leaves $u$ and $v$ unchanged, so (T) holds. At $x_0=x_1=x_2$, moving $x_1$ or $x_2$ by $s$ gives $g(s,0)=g(0,s)=0$, while moving $x_0$ gives $g(-s,-s)=-s/2$. All partial derivatives exist, and $\sum_A\partial\mu_0/\partial x_A=Q-\tfrac12$. The examples and estimates given for absent hypotheses are paper arguments, not theorems of the code.

## The translation law

For nuclear charges $Z_A$ and an electron density $\rho$ holding $N$ electrons, $\mu=\sum_AZ_AR_A-\int \mathbf r\,\rho(\mathbf r)\,d^3r$ in units of the elementary charge. If $\rho$ moves rigidly with the nuclei, $\mu$ gains $(\sum_AZ_A-N)\,a$. This motivates (T), but the theorem assumes it as `ht`, at the single base configuration $R$, and does not derive it. Step 4 uses it by hand, and `hlin` uses it in Lean. The proof reduces the matrix equation to its action on each $a$ by `Matrix.toLin'.injective`, obtains two derivatives of $s\mapsto\mu(R+sa)$ at $s=0$, and equates them with `h1.unique`.

```lean
/-- Sum rule: if the dipole is differentiable at `R` and shifts by `Q a` when `R` is
translated by any `a`, the polar tensors at `R` sum to `Q` times the identity. -/
theorem sum_polarTensor (μ : Config ι → Vec) (R : Config ι) (Q : ℝ)
    (hd : DifferentiableAt ℝ μ R) (ht : ∀ a, μ (translate R a) = μ R + Q • a) :
    ∑ A, polarTensor μ R A = Q • (1 : Matrix (Fin 3) (Fin 3) ℝ) := by
  apply Matrix.toLin'.injective
  refine LinearMap.ext fun a => ?_
  have hQ : (Q • (1 : Matrix (Fin 3) (Fin 3) ℝ)) *ᵥ a = Q • a := by
    ext i
    simp [Matrix.mulVec, dotProduct, Matrix.one_apply]
  rw [Matrix.toLin'_apply, Matrix.toLin'_apply, sum_polarTensor_mulVec, hQ]
  have h0 : translate R ((0 : ℝ) • a) = R := by
    ext A i
    simp [translate]
  -- chain rule along the rigid shift
  have h1 := hasDerivAt_translate μ R a 0 (by rw [h0]; exact hd)
  rw [h0] at h1
  -- the translation law makes the dipole affine in `s` along the shift
  have hlin : (fun s : ℝ => μ (translate R (s • a))) = fun s : ℝ => μ R + s • (Q • a) := by
    funext s
    rw [ht, smul_comm]
  rw [hlin] at h1
  exact h1.unique
    ((((hasDerivAt_id' (0 : ℝ)).smul_const (Q • a)).const_add (μ R)).congr_deriv (one_smul _ _))
```

The trace version passes both hypotheses on and uses `Matrix.trace_sum` with $\operatorname{tr}\mathbb 1=3$.

```lean
/-- Under the same conditions the GAPT charges sum to `Q`. -/
theorem sum_gaptCharge (μ : Config ι → Vec) (R : Config ι) (Q : ℝ)
    (hd : DifferentiableAt ℝ μ R) (ht : ∀ a, μ (translate R a) = μ R + Q • a) :
    ∑ A, gaptCharge μ R A = Q := by
  simp only [gaptCharge]
  rw [← Finset.sum_div, ← Matrix.trace_sum, sum_polarTensor μ R Q hd ht, Matrix.trace_smul,
    Matrix.trace_one]
  simp
```

Without (T) the sum can be any matrix: one nucleus with $\mu=MR$ for a fixed matrix $M$ has $P=M$. An external field or a fixed environment left out of $\iota$ can break the law. Periodic crystals, where Born effective charges are defined through a polarisation, are not modelled by a finite set of nuclei with a dipole vector.

## The hypotheses of the converse

The converse assumes differentiability and the sum rule at every configuration, coincident nuclei included, and concludes (T) for all $R$ and $a$. By hand, $f(s)=\mu(R+sa)-sQa$ has $f'(s)=\big(\sum_AP_A(R+sa)\big)a-Qa=0$ for all $s$, so $f(1)=f(0)$. In Lean `hg` computes $f'$, using `hd` and `hs` along the line $R+sa$, and `is_const_of_deriv_eq_zero` compares $s=1$ with $s=0$. The sum rule at one point is too little: one nucleus with first coordinate $x$ and $\mu=QR+x^2e_0$ has $P=Q\mathbb 1$ at the origin, yet $\mu(a)=Qa+a_0^2e_0$.

```lean
/-- Converse: if the dipole is differentiable and the polar tensors sum to `Q` times the
identity at every configuration, then a translation by `a` shifts the dipole by `Q a`. -/
theorem translate_of_sum_polarTensor (μ : Config ι → Vec) (Q : ℝ) (hd : Differentiable ℝ μ)
    (hs : ∀ R, ∑ A, polarTensor μ R A = Q • (1 : Matrix (Fin 3) (Fin 3) ℝ))
    (R : Config ι) (a : Vec) : μ (translate R a) = μ R + Q • a := by
  have hQ : (Q • (1 : Matrix (Fin 3) (Fin 3) ℝ)) *ᵥ a = Q • a := by
    ext i
    simp [Matrix.mulVec, dotProduct, Matrix.one_apply]
  -- μ(R + s a) - s Q a is constant in s
  have hg : ∀ t : ℝ, HasDerivAt (fun s : ℝ => μ (translate R (s • a)) - s • (Q • a)) 0 t :=
    fun t => ((hasDerivAt_translate μ R a t (hd _)).fun_sub
      ((hasDerivAt_id' t).smul_const (Q • a))).congr_deriv
        (by rw [← sum_polarTensor_mulVec, hs, hQ, one_smul, sub_self])
  have hc := is_const_of_deriv_eq_zero (fun t => (hg t).differentiableAt)
    (fun t => (hg t).deriv) 1 0
  have h0 : translate R 0 = R := by
    ext A i
    simp [translate]
  simp only [one_smul, zero_smul, sub_zero, h0] at hc
  exact eq_add_of_sub_eq hc
```

## Fixed point charges

Charges $q_A$ riding on the nuclei give $\mu=\sum_Aq_AR_A$. This map is linear, hence its own derivative, so $D\mu[\delta_Av]=q_Av$ and $P_A=q_A\mathbb 1$; a shift adds $(\sum_Aq_A)\,a$. The theorem states differentiability, (T) with $Q=\sum_Aq_A$, and the tensors, at every configuration. The proof writes $\mu$ as a continuous linear map `L` and uses `L.fderiv`.

```lean
/-- Dipole of fixed point charges `q A` placed at the nuclei. -/
def pointDipole (q : ι → ℝ) (R : Config ι) : Vec := ∑ A, q A • R A

/-- The point-charge dipole is differentiable, obeys the translation law with `Q = ∑ q A`,
and its polar tensors are `q A` times the identity. -/
theorem pointDipole_witness (q : ι → ℝ) :
    Differentiable ℝ (pointDipole q) ∧
    (∀ R a, pointDipole q (translate R a) = pointDipole q R + (∑ A, q A) • a) ∧
    ∀ R A, polarTensor (pointDipole q) R A = q A • (1 : Matrix (Fin 3) (Fin 3) ℝ) := by
  obtain ⟨L, hL⟩ : ∃ L : Config ι →L[ℝ] Vec, ∀ R, L R = pointDipole q R :=
    ⟨∑ A, q A • ContinuousLinearMap.proj A, fun R => by simp [pointDipole]⟩
  have hfun : pointDipole q = L := funext fun R => (hL R).symm
  refine ⟨by rw [hfun]; exact L.differentiable, fun R a => ?_, fun R A => ?_⟩
  · simp only [pointDipole, translate, smul_add, Finset.sum_add_distrib, Finset.sum_smul]
  · have h1 : ∀ v : Vec, pointDipole q (Pi.single A v) = q A • v := by
      intro v
      unfold pointDipole
      rw [Finset.sum_eq_single A]
      · simp
      · intro B _ h
        simp [Pi.single_eq_of_ne h]
      · simp
    have h2 : fderiv ℝ (pointDipole q) R = L := by rw [hfun]; exact L.fderiv
    ext i j
    simp only [polarTensor, Matrix.of_apply, h2, hL, h1]
    simp [Pi.single_apply, Matrix.one_apply]
```

## The dimer: nonzero bond and differentiable charge

Nuclei $0$ and $1$ move freely in three dimensions, with bond vector $b=R_1-R_0$, length $r=\sqrt{b\cdot b}$ and dipole $\mu=q(r)\,b$, a neutral model with charges $\pm q(r)$ that depend on the bond length only. The length is built from the dot product because the norm that `Vec` inherits is the maximum norm.

```lean
/-- Bond vector of a dimer, from nucleus `0` to nucleus `1`. -/
def bond (R : Config (Fin 2)) : Vec := R 1 - R 0

/-- Bond length of a dimer: the Euclidean length of the bond vector. -/
def bondLength (R : Config (Fin 2)) : ℝ := Real.sqrt (bond R ⬝ᵥ bond R)

/-- Dimer dipole `q(r) b` with bond vector `b` and bond length `r`. -/
def dimerDipole (q : ℝ → ℝ) (R : Config (Fin 2)) : Vec := q (bondLength R) • bond R
```

Write $q$ and $q'$ for the value and derivative of the charge function at $r$. From $r^2=b\cdot b$ follows $\delta r=b\cdot\delta b/r$, and the product rule gives
$$\delta\mu=q\,\delta b+\frac{q'}{r}\,(b\cdot\delta b)\,b .$$

Hypothesis `hb`, $b\neq0$, keeps the nuclei apart. By hand it permits division by $r$; in Lean it lets `hD.sqrt` differentiate the square root of $b\cdot b$. At $b=0$ this route is closed and the bond has no direction, although, if $q$ is continuous at $0$, the estimate $\mu=q(0)\,b+o(r)$ still gives a derivative there.

Hypothesis `hq` says that the charge function has derivative $q'$ at the actual bond length, with nothing asked elsewhere. It enters in `h4`, the chain rule for $q(r)$ followed by the product rule `.smul hB`. With a kink such as $q(r)=|r-r_0|$ at a length $r_0>0$, stretching and compressing give slopes $\pm r_0$ for $q(r)\,r$, and no polar tensor exists.

```lean
/-- At nonzero bond vector `b`, if `q` has derivative `q'` at the bond length `r`,
the dimer dipole is differentiable, and its derivative along a
displacement changing the bond by `δb` is `q δb + (q'/r) (b · δb) b`. -/
theorem fderiv_dimerDipole (q : ℝ → ℝ) (q' : ℝ) (R : Config (Fin 2)) (hb : bond R ≠ 0)
    (hq : HasDerivAt q q' (bondLength R)) :
    DifferentiableAt ℝ (dimerDipole q) R ∧ ∀ δ, fderiv ℝ (dimerDipole q) R δ =
      q (bondLength R) • bond δ + (q' / bondLength R * (bond R ⬝ᵥ bond δ)) • bond R := by
  obtain ⟨B, hBv⟩ : ∃ B : Config (Fin 2) →L[ℝ] Vec, ∀ S, B S = bond S :=
    ⟨(ContinuousLinearMap.proj 1 : Config (Fin 2) →L[ℝ] Vec)
        - (ContinuousLinearMap.proj 0 : Config (Fin 2) →L[ℝ] Vec),
      fun _ => rfl⟩
  have hB : HasFDerivAt bond B R := by
    have hfun : bond = B := funext fun S => (hBv S).symm
    rw [hfun]
    exact B.hasFDerivAt
  have h1 := hasFDerivAt_pi'.1 hB
  have h2 := HasFDerivAt.fun_sum
    fun (i : Fin 3) (_ : i ∈ Finset.univ) => (h1 i).mul (h1 i)
  -- d(b · b) = 2 b · δb
  obtain ⟨D, hD, hDv⟩ : ∃ D : Config (Fin 2) →L[ℝ] ℝ,
      HasFDerivAt (fun S => bond S ⬝ᵥ bond S) D R ∧ ∀ δ, D δ = 2 * (bond R ⬝ᵥ bond δ) :=
    ⟨_, h2, fun δ => by simp [dotProduct, Fin.sum_univ_three, hBv]; ring⟩
  have h3 : HasFDerivAt bondLength ((1 / (2 * bondLength R)) • D) R :=
    hD.sqrt fun h => hb (dotProduct_self_eq_zero.1 h)
  have h4 := (HasDerivAt.comp_hasFDerivAt (f := bondLength) R hq h3).smul hB
  have h5 : HasFDerivAt (dimerDipole q) _ R := h4
  refine ⟨h5.differentiableAt, fun δ => ?_⟩
  rw [h5.fderiv]
  change q (bondLength R) • B δ + (q' • ((1 / (2 * bondLength R)) • D δ)) • bond R = _
  rw [hBv, hDv]
  ext i
  simp only [Pi.add_apply, Pi.smul_apply, smul_eq_mul]
  ring
```

Moving nucleus $1$ by $v$ gives $\delta b=v$, and moving nucleus $0$ gives $\delta b=-v$; these are `h1` and `h0`. Therefore
$$P_1=q\mathbb 1+\frac{q'}{r}\,bb^{\mathsf T}=q\mathbb 1+rq'\,nn^{\mathsf T},\qquad P_0=-P_1,$$
where `vecMulVec (bond R) (bond R)` is $bb^{\mathsf T}$ and $n=b/r$ is the unit bond vector. The two tensors add to zero, as the sum rule with $Q=0$ requires. The proof compares entries.

```lean
/-- For a nonzero bond vector `b` and `q` with derivative `q'` at the bond length `r`,
the polar tensor of nucleus `1` of the dimer is `q 1 + (q'/r) b bᵀ`, and that of
nucleus `0` is its negative. -/
theorem polarTensor_dimer (q : ℝ → ℝ) (q' : ℝ) (R : Config (Fin 2)) (hb : bond R ≠ 0)
    (hq : HasDerivAt q q' (bondLength R)) :
    polarTensor (dimerDipole q) R 1 = q (bondLength R) • (1 : Matrix (Fin 3) (Fin 3) ℝ)
      + (q' / bondLength R) • vecMulVec (bond R) (bond R) ∧
    polarTensor (dimerDipole q) R 0 = -polarTensor (dimerDipole q) R 1 := by
  have hf := (fderiv_dimerDipole q q' R hb hq).2
  have h0 : ∀ v : Vec, bond (Pi.single 0 v) = -v := fun v => by simp [bond]
  have h1 : ∀ v : Vec, bond (Pi.single 1 v) = v := fun v => by simp [bond]
  constructor <;> ext i j <;>
    simp only [polarTensor, Matrix.of_apply, hf, h0, h1, Pi.add_apply, Pi.smul_apply,
      smul_eq_mul, dotProduct_single, Matrix.add_apply, Matrix.smul_apply, vecMulVec_apply,
      Matrix.one_apply, Pi.single_apply, dotProduct_neg, Pi.neg_apply, Matrix.neg_apply] <;>
    split_ifs <;> ring
```

Since $b\cdot b=r^2$, $P_1b=(q+rq')\,b$ and $P_0b=-(q+rq')\,b$; dividing by $r$ gives the same factors on $n$. For $w$ with $b\cdot w=0$, $P_1w=qw$, which is stated for nucleus $1$. The trace of $P_1$ is $3q+rq'$. The values $\pm(q+rq')$ (called Born charges in the title and in the theorem name, by analogy with the crystal quantity) thus describe motion along the bond and, since $r\ne0$, differ from the perpendicular values $\pm q$ exactly when $q'\ne0$, while the GAPT charges are $\pm(q+rq'/3)$, positive sign for nucleus $1$. In the proof `hb` is used again to obtain `hr`, $r\ne0$, so that `key` can cancel $(q'/r)\,b\cdot b$ to $rq'$; the statements for nucleus $0$ follow from `hP0`.

```lean
/-- For a nonzero bond and `q` with derivative `q'` at the bond length `r`:
along the bond the polar tensors of nuclei `1` and `0` act as `±(q + r q')`, perpendicular
to the bond that of nucleus `1` acts as `q`, and the GAPT charges are `±(q + r q'/3)`. -/
theorem bornCharges_dimer (q : ℝ → ℝ) (q' : ℝ) (R : Config (Fin 2)) (hb : bond R ≠ 0)
    (hq : HasDerivAt q q' (bondLength R)) :
    polarTensor (dimerDipole q) R 1 *ᵥ bond R
      = (q (bondLength R) + bondLength R * q') • bond R ∧
    polarTensor (dimerDipole q) R 0 *ᵥ bond R
      = (-(q (bondLength R) + bondLength R * q')) • bond R ∧
    (∀ w, bond R ⬝ᵥ w = 0 → polarTensor (dimerDipole q) R 1 *ᵥ w = q (bondLength R) • w) ∧
    gaptCharge (dimerDipole q) R 1 = q (bondLength R) + bondLength R * q' / 3 ∧
    gaptCharge (dimerDipole q) R 0 = -(q (bondLength R) + bondLength R * q' / 3) := by
  have hf := (fderiv_dimerDipole q q' R hb hq).2
  obtain ⟨hP1, hP0⟩ := polarTensor_dimer q q' R hb hq
  have h1 : ∀ v : Vec, bond (Pi.single 1 v) = v := fun v => by simp [bond]
  have hrr : bond R ⬝ᵥ bond R = bondLength R * bondLength R :=
    (Real.mul_self_sqrt (Finset.sum_nonneg fun i _ => mul_self_nonneg _)).symm
  have hr : bondLength R ≠ 0 := fun h =>
    hb (dotProduct_self_eq_zero.1 (by rw [hrr, h, mul_zero]))
  -- (q'/r) b · b = r q'
  have key : q' / bondLength R * (bond R ⬝ᵥ bond R) = bondLength R * q' := by
    rw [hrr]
    field_simp
  have l1 : polarTensor (dimerDipole q) R 1 *ᵥ bond R
      = (q (bondLength R) + bondLength R * q') • bond R := by
    rw [polarTensor_mulVec, hf, h1, key, add_smul]
  have g1 : gaptCharge (dimerDipole q) R 1 = q (bondLength R) + bondLength R * q' / 3 := by
    simp only [gaptCharge, hP1, Matrix.trace_add, Matrix.trace_smul, Matrix.trace_one,
      Matrix.trace_vecMulVec, smul_eq_mul, key, Fintype.card_fin, Nat.cast_ofNat]
    ring
  refine ⟨l1, ?_, fun w hw => ?_, g1, ?_⟩
  · rw [hP0, Matrix.neg_mulVec, l1, neg_smul]
  · rw [polarTensor_mulVec, hf, h1, hw, mul_zero, zero_smul, add_zero]
  · rw [← g1]
    unfold gaptCharge
    rw [hP0, Matrix.trace_neg, neg_div]

end

end AtomicPolarTensor
```

```lean
#print axioms AtomicPolarTensor.sum_gaptCharge
-- 'AtomicPolarTensor.sum_gaptCharge' depends on axioms: [propext, Classical.choice, Quot.sound]
#print axioms AtomicPolarTensor.translate_of_sum_polarTensor
-- 'AtomicPolarTensor.translate_of_sum_polarTensor' depends on axioms: [propext, Classical.choice, Quot.sound]
#print axioms AtomicPolarTensor.bornCharges_dimer
-- 'AtomicPolarTensor.bornCharges_dimer' depends on axioms: [propext, Classical.choice, Quot.sound]
```
